# In the Haldane model with t₁ ≠ 0, the two Dirac masses have opposite signs exactly when |M| < 3√3 |t₂ sin φ|

Should momentum in a formal Haldane model be a point on the Brillouin torus, or simply a pair of real numbers (x, y)? With real pairs, each of "the two" Dirac points has infinitely many periodic copies, and I'm not sure what the usual claim then says. With s = t₂ sin φ, the functions are

f = t₁(1 + e^{ix} + e^{iy})

dz = M + 2s(sin x + sin(y − x) − sin y)

For t₁ ≠ 0, f should vanish only at ±(2π/3, 4π/3) modulo 2π, where dz = M ± 3√3 s, and these masses should have opposite signs iff |M| < 3√3 |s|. Can this be made rigorous and checked in Lean?

## Opposite masses at two zeros of f in the momentum plane

Yes, with real pairs. "Opposite signs" then means that there are two zeros of f, anywhere in the plane, whose masses have a negative product. Periodic copies do no harm, because copies of one Dirac point have equal masses.

Here x and y are the Bloch phases along two primitive lattice vectors, t₁ is the nearest-neighbour hopping, and t₂ the second-neighbour hopping with phase φ. The sublattice offset M enters as on-site energies +M and −M, so it is half the energy difference between the sublattices.

### From f = 0 to the sign criterion

Since t₁ ≠ 0, the real and imaginary parts of f = 0 give

cos y = −1 − cos x,  sin y = −sin x.

Squaring and adding,

1 = (1 + cos x)² + sin² x = 2 + 2 cos x,

so cos x = cos y = −1/2. Hence sin x = ±√3/2 and sin y = ∓√3/2. A cosine and a sine together fix an angle modulo 2π, so (x, y) = ±(2π/3, 4π/3) modulo 2π. Both points satisfy the two equations.

At the upper sign, sin x, sin(y − x) and −sin y all equal √3/2, so dz = M + 3√3 s. At the lower sign all three change sign, so dz = M − 3√3 s. The product is

(M + 3√3 s)(M − 3√3 s) = M² − 27s²,

which is negative exactly when |M| < 3√3 |s|.

The orientation of f at each zero comes from its Jacobian. With ∂f/∂x = i t₁ e^{ix} and ∂f/∂y = i t₁ e^{iy},

J = Im[(∂f/∂x)* (∂f/∂y)] = t₁² sin(y − x).

This is +t₁²√3/2 at the first Dirac point and −t₁²√3/2 at the second. Half the sum of sign(J) sign(dz) is therefore

ν = [sign(M + 3√3 s) − sign(M − 3√3 s)]/2.

If |M| < 3√3 |s|, the two signs differ and ν = sign(s). If |M| > 3√3 |s|, both masses have the sign of M and ν = 0.

For example, take t₁ = 1, t₂ = 0.1 and φ = π/2, so 3√3 s ≈ 0.520. With M = 0.3 the masses are about 0.820 and −0.220, their product is 0.09 − 0.27 = −0.18, and ν = 1. With M = 0.6 they are about 1.120 and 0.080, and ν = 0.

### The physics carried by the Lean definitions

`hopping` is f, a complex number; `haldaneMass` is dz, a real number; `jacobian` is J, built from the actual partial derivatives of `hopping`; and `valleyIndex` is ν. All parameters and momenta are real.

`hopping_eq_zero_iff` describes the complete zero set, with independent integers m and n for the periodic copies. `mass_at_dirac` gives the mass at every copy, and `mass_inversion_iff` is the criterion in the form stated above. `valleyIndex_phases` gives ν on either side of the threshold. At the threshold itself a mass vanishes; `valleyIndex_eq` still applies there, with sign(0) = 0.

The hypothesis `t₁ ≠ 0` says that the two sublattices are coupled. At t₁ = 0, f vanishes everywhere, including at (0, 0), which is not a Dirac point. The index formula fails too: for M = 0, t₂ = 1 and φ = π/2, J is zero, so ν = 0 although sign(s) = 1.

The orientation refers to the ordered coordinates (x, y), so exchanging them reverses the sign of J. The file contains no Bloch Hamiltonian, Berry curvature or Chern number, and it omits the second-neighbour term proportional to cos φ, which shifts both bands equally at each momentum. That shift varies with momentum, so a large one can make the bands overlap in energy. For the non-interacting model with t₁ ≠ 0, at half filling and without such an overlap, the inequality marks out the Chern-insulator phase. Away from the threshold, ν corresponds to the Chern number of the lower band up to a sign convention.

```lean
import Mathlib

open Real

namespace HaldaneMassInversion

noncomputable section

/-- The nearest-neighbour hopping amplitude of the honeycomb lattice at momentum `(x, y)`. -/
def hopping (t₁ x y : ℝ) : ℂ :=
  t₁ * (1 + Complex.exp (x * Complex.I) + Complex.exp (y * Complex.I))

/-- The Haldane mass: sublattice offset `M` plus second-neighbour hopping `t₂` with phase `φ`. -/
def haldaneMass (M t₂ φ x y : ℝ) : ℝ :=
  M + 2 * (t₂ * Real.sin φ) * (Real.sin x + Real.sin (y - x) - Real.sin y)

/-- The Jacobian determinant of the hopping amplitude, seen as a map from the momentum plane
to the complex plane. -/
def jacobian (t₁ x y : ℝ) : ℝ :=
  ((starRingEnd ℂ) (deriv (fun u : ℝ => hopping t₁ u y) x) *
    deriv (fun v : ℝ => hopping t₁ x v) y).im

/-- Half the sum, over the two Dirac points, of the sign of the Jacobian times the sign
of the mass. -/
def valleyIndex (t₁ M t₂ φ : ℝ) : ℝ :=
  (Real.sign (jacobian t₁ (2 * π / 3) (4 * π / 3)) *
      Real.sign (haldaneMass M t₂ φ (2 * π / 3) (4 * π / 3)) +
    Real.sign (jacobian t₁ (-(2 * π / 3)) (-(4 * π / 3))) *
      Real.sign (haldaneMass M t₂ φ (-(2 * π / 3)) (-(4 * π / 3)))) / 2

/-- Cosines and sines of the two angles that locate the Dirac points. -/
theorem dirac_angles :
    Real.cos (2 * π / 3) = -1 / 2 ∧ Real.sin (2 * π / 3) = √3 / 2 ∧
    Real.cos (4 * π / 3) = -1 / 2 ∧ Real.sin (4 * π / 3) = -(√3 / 2) := by
  have h1 : 2 * π / 3 = π - π / 3 := by ring
  have h2 : 4 * π / 3 = π / 3 + π := by ring
  rw [h1, h2, Real.cos_pi_sub, Real.sin_pi_sub, Real.cos_add_pi, Real.sin_add_pi,
    Real.cos_pi_div_three, Real.sin_pi_div_three]
  norm_num

/-- Two angles with the same cosine and sine differ by a multiple of `2π`. -/
theorem eq_mod_two_pi {a b : ℝ} (hc : Real.cos a = Real.cos b)
    (hs : Real.sin a = Real.sin b) : ∃ n : ℤ, a = b + (n : ℝ) * (2 * π) := by
  have h : Real.cos (a - b) = 1 := by
    rw [Real.cos_sub, hc, hs]
    linarith [Real.sin_sq_add_cos_sq b]
  obtain ⟨n, hn⟩ := (Real.cos_eq_one_iff _).1 h
  exact ⟨n, by linarith⟩

/-- For `t₁ ≠ 0`, the hopping amplitude vanishes exactly at the two Dirac points `±(2π/3, 4π/3)`,
modulo `2π` in each component. -/
theorem hopping_eq_zero_iff {t₁ : ℝ} (ht : t₁ ≠ 0) (x y : ℝ) :
    hopping t₁ x y = 0 ↔
      (∃ m n : ℤ, x = 2 * π / 3 + (m : ℝ) * (2 * π) ∧ y = 4 * π / 3 + (n : ℝ) * (2 * π)) ∨
      (∃ m n : ℤ, x = -(2 * π / 3) + (m : ℝ) * (2 * π) ∧
        y = -(4 * π / 3) + (n : ℝ) * (2 * π)) := by
  obtain ⟨c1, s1, c2, s2⟩ := dirac_angles
  -- separate real and imaginary parts
  have key : hopping t₁ x y = 0 ↔
      1 + Real.cos x + Real.cos y = 0 ∧ Real.sin x + Real.sin y = 0 := by
    unfold hopping
    rw [mul_eq_zero, or_iff_right (Complex.ofReal_ne_zero.mpr ht), Complex.ext_iff]
    simp only [Complex.add_re, Complex.add_im, Complex.one_re, Complex.one_im,
      Complex.zero_re, Complex.zero_im, Complex.exp_ofReal_mul_I_re,
      Complex.exp_ofReal_mul_I_im, zero_add]
  rw [key]
  constructor
  · rintro ⟨h1, h2⟩
    have hc : Real.cos y = -1 - Real.cos x := by linarith
    have hs : Real.sin y = -Real.sin x := by linarith
    have p := Real.sin_sq_add_cos_sq x
    have q := Real.sin_sq_add_cos_sq y
    rw [hc, hs] at q
    have hx : Real.cos x = -1 / 2 := by linarith
    rw [hx] at p
    have h3 : √3 ^ 2 = (3 : ℝ) := Real.sq_sqrt (by norm_num)
    -- the sign of sin x selects the valley
    have hq : (Real.sin x - √3 / 2) * (Real.sin x + √3 / 2) = 0 := by
      linear_combination p - (1 / 4) * h3
    rcases mul_eq_zero.1 hq with h | h
    · obtain ⟨m, hm⟩ := eq_mod_two_pi (a := x) (b := 2 * π / 3)
        (by rw [c1]; linarith) (by rw [s1]; linarith)
      obtain ⟨n, hn⟩ := eq_mod_two_pi (a := y) (b := 4 * π / 3)
        (by rw [c2]; linarith) (by rw [s2]; linarith)
      exact Or.inl ⟨m, n, hm, hn⟩
    · obtain ⟨m, hm⟩ := eq_mod_two_pi (a := x) (b := -(2 * π / 3))
        (by rw [Real.cos_neg, c1]; linarith) (by rw [Real.sin_neg, s1]; linarith)
      obtain ⟨n, hn⟩ := eq_mod_two_pi (a := y) (b := -(4 * π / 3))
        (by rw [Real.cos_neg, c2]; linarith) (by rw [Real.sin_neg, s2]; linarith)
      exact Or.inr ⟨m, n, hm, hn⟩
  · rintro (⟨m, n, rfl, rfl⟩ | ⟨m, n, rfl, rfl⟩) <;> constructor <;>
      simp only [Real.cos_add_int_mul_two_pi, Real.sin_add_int_mul_two_pi, Real.cos_neg,
        Real.sin_neg, c1, s1, c2, s2] <;> ring

/-- At the two Dirac points and all their periodic copies the mass is
`M + 3√3 t₂ sin φ` and `M - 3√3 t₂ sin φ` respectively. -/
theorem mass_at_dirac (M t₂ φ : ℝ) (m n : ℤ) :
    haldaneMass M t₂ φ (2 * π / 3 + (m : ℝ) * (2 * π)) (4 * π / 3 + (n : ℝ) * (2 * π))
        = M + 3 * √3 * (t₂ * Real.sin φ) ∧
    haldaneMass M t₂ φ (-(2 * π / 3) + (m : ℝ) * (2 * π)) (-(4 * π / 3) + (n : ℝ) * (2 * π))
        = M - 3 * √3 * (t₂ * Real.sin φ) := by
  obtain ⟨c1, s1, c2, s2⟩ := dirac_angles
  constructor <;>
    simp only [haldaneMass, Real.sin_sub, Real.cos_add_int_mul_two_pi,
      Real.sin_add_int_mul_two_pi, Real.cos_neg, Real.sin_neg, c1, s1, c2, s2] <;> ring

/-- The masses `M + 3√3 s` and `M - 3√3 s` have opposite signs iff `|M| < 3√3 |s|`. -/
theorem opposite_signs_iff (M s : ℝ) :
    (M + 3 * √3 * s) * (M - 3 * √3 * s) < 0 ↔ |M| < 3 * √3 * |s| := by
  have e : 3 * √3 * |s| = |3 * √3 * s| := by
    rw [abs_mul, abs_of_pos (by positivity : (0 : ℝ) < 3 * √3)]
  rw [e, ← sq_lt_sq]
  constructor <;> intro h <;> nlinarith

/-- Mass inversion in the Haldane model: there are two zeros of the hopping amplitude with
masses of opposite sign iff `|M| < 3√3 |t₂ sin φ|`. -/
theorem mass_inversion_iff {t₁ : ℝ} (ht : t₁ ≠ 0) (M t₂ φ : ℝ) :
    (∃ x y x' y' : ℝ, hopping t₁ x y = 0 ∧ hopping t₁ x' y' = 0 ∧
      haldaneMass M t₂ φ x y * haldaneMass M t₂ φ x' y' < 0) ↔
    |M| < 3 * √3 * |t₂ * Real.sin φ| := by
  rw [← opposite_signs_iff]
  constructor
  · rintro ⟨x, y, x', y', h1, h2, h3⟩
    -- copies of one Dirac point share their mass, so the zeros lie in different valleys
    rcases (hopping_eq_zero_iff ht x y).1 h1 with ⟨m, n, rfl, rfl⟩ | ⟨m, n, rfl, rfl⟩ <;>
      rcases (hopping_eq_zero_iff ht x' y').1 h2 with ⟨k, l, rfl, rfl⟩ | ⟨k, l, rfl, rfl⟩
    · rw [(mass_at_dirac M t₂ φ m n).1, (mass_at_dirac M t₂ φ k l).1] at h3
      exact absurd h3 (not_lt_of_ge (mul_self_nonneg _))
    · rwa [(mass_at_dirac M t₂ φ m n).1, (mass_at_dirac M t₂ φ k l).2] at h3
    · rw [(mass_at_dirac M t₂ φ m n).2, (mass_at_dirac M t₂ φ k l).1] at h3
      rwa [mul_comm] at h3
    · rw [(mass_at_dirac M t₂ φ m n).2, (mass_at_dirac M t₂ φ k l).2] at h3
      exact absurd h3 (not_lt_of_ge (mul_self_nonneg _))
  · intro h
    refine ⟨_, _, _, _, (hopping_eq_zero_iff ht _ _).2 (Or.inl ⟨0, 0, rfl, rfl⟩),
      (hopping_eq_zero_iff ht _ _).2 (Or.inr ⟨0, 0, rfl, rfl⟩), ?_⟩
    rwa [(mass_at_dirac M t₂ φ 0 0).1, (mass_at_dirac M t₂ φ 0 0).2]

/-- The Jacobian of the hopping amplitude at momentum `(x, y)` is `t₁² sin (y - x)`. -/
theorem jacobian_eq (t₁ x y : ℝ) : jacobian t₁ x y = t₁ ^ 2 * Real.sin (y - x) := by
  have h (a : ℝ) : HasDerivAt (fun u : ℝ => Complex.exp ((u : ℂ) * Complex.I))
      (Complex.exp (a * Complex.I) * Complex.I) a := by
    have h' : HasDerivAt (fun z : ℂ => Complex.exp (z * Complex.I))
        (Complex.exp (a * Complex.I) * Complex.I) (a : ℂ) := by
      simpa using ((hasDerivAt_id (a : ℂ)).mul_const Complex.I).cexp
    exact h'.comp_ofReal
  have hx : HasDerivAt (fun u : ℝ => hopping t₁ u y)
      (t₁ * (Complex.exp (x * Complex.I) * Complex.I)) x :=
    (((h x).const_add 1).add_const (Complex.exp (y * Complex.I))).const_mul (t₁ : ℂ)
  have hy : HasDerivAt (fun v : ℝ => hopping t₁ x v)
      (t₁ * (Complex.exp (y * Complex.I) * Complex.I)) y :=
    ((h y).const_add (1 + Complex.exp (x * Complex.I))).const_mul (t₁ : ℂ)
  rw [jacobian, hx.deriv, hy.deriv]
  simp only [Complex.mul_im, Complex.mul_re, Complex.conj_re, Complex.conj_im,
    Complex.ofReal_re, Complex.ofReal_im, Complex.exp_ofReal_mul_I_re,
    Complex.exp_ofReal_mul_I_im, Complex.I_re, Complex.I_im, Real.sin_sub]
  ring

/-- For `t₁ ≠ 0`, the valley index is half the difference of the signs of the two Dirac masses, `M +
3√3 t₂ sin φ` and `M - 3√3 t₂ sin φ`, in that order. -/
theorem valleyIndex_eq {t₁ : ℝ} (ht : t₁ ≠ 0) (M t₂ φ : ℝ) :
    valleyIndex t₁ M t₂ φ = (Real.sign (M + 3 * √3 * (t₂ * Real.sin φ)) -
      Real.sign (M - 3 * √3 * (t₂ * Real.sin φ))) / 2 := by
  obtain ⟨c1, s1, c2, s2⟩ := dirac_angles
  have hp : 0 < t₁ ^ 2 * (√3 / 2) := by positivity
  -- the two Dirac points have opposite orientation
  have j1 : jacobian t₁ (2 * π / 3) (4 * π / 3) = t₁ ^ 2 * (√3 / 2) := by
    simp only [jacobian_eq, Real.sin_sub, c1, s1, c2, s2]
    ring
  have j2 : jacobian t₁ (-(2 * π / 3)) (-(4 * π / 3)) = -(t₁ ^ 2 * (√3 / 2)) := by
    simp only [jacobian_eq, Real.sin_sub, Real.cos_neg, Real.sin_neg, c1, s1, c2, s2]
    ring
  have m1 := (mass_at_dirac M t₂ φ 0 0).1
  have m2 := (mass_at_dirac M t₂ φ 0 0).2
  simp only [Int.cast_zero, zero_mul, add_zero] at m1 m2
  rw [valleyIndex, j1, j2, m1, m2, Real.sign_of_pos hp, Real.sign_of_neg (neg_lt_zero.2 hp)]
  ring

/-- For `t₁ ≠ 0`, the valley index equals the sign of `t₂ sin φ` when `|M| < 3√3 |t₂ sin φ|`, and is
zero when `|M| > 3√3 |t₂ sin φ|`. -/
theorem valleyIndex_phases {t₁ : ℝ} (ht : t₁ ≠ 0) (M t₂ φ : ℝ) :
    (|M| < 3 * √3 * |t₂ * Real.sin φ| →
      valleyIndex t₁ M t₂ φ = Real.sign (t₂ * Real.sin φ)) ∧
    (3 * √3 * |t₂ * Real.sin φ| < |M| → valleyIndex t₁ M t₂ φ = 0) := by
  rw [valleyIndex_eq ht]
  generalize t₂ * Real.sin φ = s
  have c : (0 : ℝ) < 3 * √3 := by positivity
  constructor
  · intro h
    rcases lt_trichotomy s 0 with hs | hs | hs
    · rw [abs_of_neg hs] at h
      obtain ⟨a, b⟩ := abs_lt.1 h
      rw [Real.sign_of_neg (by linarith : M + 3 * √3 * s < 0),
        Real.sign_of_pos (by linarith : 0 < M - 3 * √3 * s), Real.sign_of_neg hs]
      norm_num
    · rw [hs, abs_zero, mul_zero] at h
      exact absurd h (not_lt_of_ge (abs_nonneg M))
    · rw [abs_of_pos hs] at h
      obtain ⟨a, b⟩ := abs_lt.1 h
      rw [Real.sign_of_pos (by linarith : 0 < M + 3 * √3 * s),
        Real.sign_of_neg (by linarith : M - 3 * √3 * s < 0), Real.sign_of_pos hs]
      norm_num
  · intro h
    have u := mul_le_mul_of_nonneg_left (le_abs_self s) c.le
    have v := mul_le_mul_of_nonneg_left (neg_le_abs s) c.le
    -- a dominant offset gives both masses the sign of M
    rcases lt_abs.1 h with h | h
    · rw [Real.sign_of_pos (by linarith : 0 < M + 3 * √3 * s),
        Real.sign_of_pos (by linarith : 0 < M - 3 * √3 * s)]
      norm_num
    · rw [Real.sign_of_neg (by linarith : M + 3 * √3 * s < 0),
        Real.sign_of_neg (by linarith : M - 3 * √3 * s < 0)]
      norm_num

end

end HaldaneMassInversion
```

```lean
#print axioms HaldaneMassInversion.opposite_signs_iff
-- 'HaldaneMassInversion.opposite_signs_iff' depends on axioms: [propext, Classical.choice, Quot.sound]
#print axioms HaldaneMassInversion.mass_inversion_iff
-- 'HaldaneMassInversion.mass_inversion_iff' depends on axioms: [propext, Classical.choice, Quot.sound]
#print axioms HaldaneMassInversion.valleyIndex_phases
-- 'HaldaneMassInversion.valleyIndex_phases' depends on axioms: [propext, Classical.choice, Quot.sound]
```

### Valley by valley through the proofs

`dirac_angles` supplies the trigonometric values. `eq_mod_two_pi` shows that equal cosines and sines give cos(a − b) = 1, so the angles differ by a multiple of 2π.

In `hopping_eq_zero_iff`, the step `key` separates real and imaginary parts. The proof then derives cos x = −1/2 and factors the remaining condition as (sin x − √3/2)(sin x + √3/2) = 0. Each factor selects one valley, and `eq_mod_two_pi` recovers both angles. The converse is substitution.

`mass_at_dirac` removes the periodic shifts and evaluates the sines. `opposite_signs_iff` turns the comparison of absolute values into one of squares, as in the product above; `nlinarith` finishes the algebra.

For `mass_inversion_iff`, two zeros leave four combinations of valleys. If both lie in the same valley, the product of their masses is a square and cannot be negative. The mixed cases give the product in `opposite_signs_iff`. Conversely, the copies with m = n = 0 provide the two required zeros.

`jacobian_eq` differentiates the exponentials and takes the imaginary part. `valleyIndex_eq` inserts the two orientations and masses. Finally, `valleyIndex_phases` splits on the sign of s in the inverted regime and on the sign of M in the other, where `linarith` determines the sign of each mass.
